# Schwarz bounds on all pairs of basis functions do not guarantee them for all densities

The theorem concerns a model kernel on three basis functions, a real 3×3 matrix B with 1 on the diagonal and -1 everywhere else. It states that B is symmetric and that every pair of basis functions obeys the Schwarz estimate Bᵢⱼ² ≤ BᵢᵢBⱼⱼ, but that (xᵀBy)² ≤ (xᵀBx)(yᵀBy) fails for some real coefficient vectors x and y. For the last part, the proof takes the unnormalised uniform vector (1, 1, 1), whose self-interaction is -3 (or -1 after scaling to unit Euclidean length), and the first basis function, whose self-interaction is 1. The estimate would then put a square at or below -3, which is impossible.

This version doesn't compile in Lean 4 with Mathlib:

```lean
import Mathlib

open Matrix

namespace SchwarzScreeningConverse

variable {n : Type*} [Fintype n]

/-- The interaction `xᵀ B y` of two densities with coefficient vectors `x` and `y`
under the kernel matrix `B`. -/
def interaction (B : Matrix n n ℝ) (x y : n → ℝ) : ℝ := x ⬝ᵥ B *ᵥ y

/-- A kernel on three basis functions with unit self-interactions and all mutual interactions
equal to `-1`. -/
def triangleKernel : Matrix (Fin 3) (Fin 3) ℝ := !![1, -1, -1; -1, 1, -1; -1, -1, 1]

/-- The triangle kernel is symmetric and obeys the Schwarz estimate for every pair of basis
functions, but not for every pair of densities. -/
theorem basis_schwarz_not_sufficient :
    triangleKernel.IsSymm ∧
    (∀ i j, triangleKernel i j ^ 2 ≤ triangleKernel i i * triangleKernel j j) ∧
    ¬ ∀ x y, interaction triangleKernel x y ^ 2 ≤
      interaction triangleKernel x x * interaction triangleKernel y y := by
  refine ⟨?_, ?_, ?_⟩
  · ext i j
    fin_cases i <;> fin_cases j <;> simp [triangleKernel]
  · intro i j
    fin_cases i <;> fin_cases j <;> simp [triangleKernel]
  · intro h
    -- the uniform density has self-interaction `-3`, the first basis function `1`
    have h1 : interaction triangleKernel ![1, 1, 1] ![1, 1, 1] = -3 := by
      norm_num [interaction, triangleKernel, Matrix.mulVec, dotProduct, Fin.sum_univ_three]
    have h2 : interaction triangleKernel ![1, 0, 0] ![1, 0, 0] = 1 := by
      norm_num [interaction, triangleKernel, Matrix.mulVec, dotProduct, Fin.sum_univ_three]
    have h3 := h ![1, 1, 1] ![1, 0, 0]
    rw [h1, h2] at h3
    linarith [sq_nonneg (interaction triangleKernel ![1, 1, 1] ![1, 0, 0])]

end SchwarzScreeningConverse
```

Messages:

```
Main.lean:31:71: error: unsolved goals
h :
  ∀ (x y : Fin 3 → ℝ),
    interaction triangleKernel x y ^ 2 ≤ interaction triangleKernel x x * interaction triangleKernel y y
⊢ ![1, -1, -1] 2 * ![1, 1, 1] 2 + ![-1, 1, -1] 2 * ![1, 1, 1] 2 +
      ![1, 1, 1] 2 *
        (vecCons 1 (fun i => vecCons (-1) (fun i => -1) i) 2 + vecCons (-1) (fun i => vecCons 1 (fun i => -1) i) 2 +
          vecCons (![1, -1, -1] 2) (fun i => vecCons (![-1, 1, -1] 2) (fun i => ![-1, -1, 1] 2) i) 2 * ![1, 1, 1] 2) =
    -3
Main.lean:33:70: error: unsolved goals
h :
  ∀ (x y : Fin 3 → ℝ),
    interaction triangleKernel x y ^ 2 ≤ interaction triangleKernel x x * interaction triangleKernel y y
h1 : interaction triangleKernel ![1, 1, 1] ![1, 1, 1] = -3
⊢ 1 + ![1, -1, -1] 2 * ![1, 0, 0] 2 +
      ![1, 0, 0] 2 *
        (vecCons 1 (fun i => vecCons (-1) (fun i => -1) i) 2 +
          vecCons (![1, -1, -1] 2) (fun i => vecCons (![-1, 1, -1] 2) (fun i => ![-1, -1, 1] 2) i) 2 * ![1, 0, 0] 2) =
    1
```

What went wrong. Both errors say that `norm_num` left a goal unfinished, in `h1` and in `h2`. The values claimed there are right, but what remains is full of vector entries at index 2, such as `![1, -1, -1] 2`, that were never looked up.

Entries 0 and 1 are covered by ordinary simp lemmas. Reading off entry 2 here falls to a simproc, a small procedure that `simp` runs by default and `norm_num` does not. So `norm_num` could not turn these entries into numbers and finish the sums.

The repair unfolds the same definitions with `simp`, which can read every entry. In `h1` this leaves arithmetic on plain numbers, which the added `norm_num` settles. In `h2` the zeros in `![1, 0, 0]` remove all terms but one, and `simp` closes the goal by itself.

The change, after which it compiles:

```diff
@@ -30,7 +30,8 @@
     -- the uniform density has self-interaction `-3`, the first basis function `1`
     have h1 : interaction triangleKernel ![1, 1, 1] ![1, 1, 1] = -3 := by
-      norm_num [interaction, triangleKernel, Matrix.mulVec, dotProduct, Fin.sum_univ_three]
+      simp [interaction, triangleKernel, Matrix.mulVec, dotProduct, Fin.sum_univ_three]
+      norm_num
     have h2 : interaction triangleKernel ![1, 0, 0] ![1, 0, 0] = 1 := by
-      norm_num [interaction, triangleKernel, Matrix.mulVec, dotProduct, Fin.sum_univ_three]
+      simp [interaction, triangleKernel, Matrix.mulVec, dotProduct, Fin.sum_univ_three]
     have h3 := h ![1, 1, 1] ![1, 0, 0]
     rw [h1, h2] at h3
```
